# Spherical Bessel waves of equal l and different wave numbers are orthogonal in a sphere when their logarithmic derivatives agree at its surface

## Do the cross terms vanish for every angular momentum?

Take \(j(x)=\sin x/x\), the case \(l=0\), and two wave numbers with \(aR=\pi/2\) and \(bR=3\pi/2\). With the radial weight \(r^2\), the overlap inside radius \(R\) is

\[
\int_0^R j(ar)\,j(br)\,r^2\,dr=\frac1{ab}\int_0^R \sin(ar)\sin(br)\,dr=0 .
\]

Both waves have \(x\,j'(x)/j(x)=-1\) at the surface. In optimized Bessel pseudization I expand the pseudo-wave in Bessel functions that share one logarithmic derivative at the core radius, and I rely on the same cancellation for any \(l\). Can this be derived rigorously, with an explicit overlap formula, and checked by machine?

## The overlap is a Wronskian at the core radius

Yes, provided that neither wave has a node at \(R\), so that the logarithmic derivatives are defined. Let \(j\) solve

\[
x^2j''+2xj'+\bigl(x^2-l(l+1)\bigr)j=0
\]

for \(x>0\), with \(j\) and \(x^2j'\) continuous up to the origin. For \(a,b>0\) define

\[
W(r)=r^2\bigl[b\,j(ar)\,j'(br)-a\,j'(ar)\,j(br)\bigr].
\]

On differentiation the two terms \(ab\,r^2j'(ar)j'(br)\) cancel, which leaves

\[
W'=j(ar)\bigl[b^2r^2j''(br)+2br\,j'(br)\bigr]-j(br)\bigl[a^2r^2j''(ar)+2ar\,j'(ar)\bigr].
\]

By the radial equation, the brackets are \((l(l+1)-b^2r^2)\,j(br)\) and \((l(l+1)-a^2r^2)\,j(ar)\). The centrifugal terms cancel, so

\[
W'(r)=(a^2-b^2)\,j(ar)\,j(br)\,r^2 .
\]

Since \(W\) is continuous on \([0,R]\) and \(W(0)=0\), integration and division by \(a^2-b^2\neq0\) give, for \(a\neq b\),

\[
\int_0^R j(ar)j(br)r^2dr=\frac{R^2\bigl[b\,j(aR)j'(bR)-a\,j'(aR)j(bR)\bigr]}{a^2-b^2}.
\]

Write \(L(x)=x\,j'(x)/j(x)\). If \(a\neq b\), \(R>0\) and \(j(aR),j(bR)\neq0\), then

\[
W(R)=R\,j(aR)\,j(bR)\,\bigl[L(bR)-L(aR)\bigr],
\]

so the overlap vanishes exactly when \(L(aR)=L(bR)\).

Now take a finite sum \(\sum_i c_i\,j(q_ir)\) with real \(c_i\), distinct \(q_i>0\), no nodes at \(R\) and a common value \(L(q_iR)=D\). Squaring it produces a double sum of overlaps in which every pair \(i\neq k\) vanishes:

\[
\int_0^R\Bigl(\sum_i c_i\,j(q_ir)\Bigr)^2r^2dr=\sum_i c_i^2\int_0^R j(q_ir)^2r^2dr .
\]

For such a finite expansion in one angular-momentum channel, the core norm of the pseudo-wave, which norm conservation requires to equal that of the all-electron wave, is therefore a diagonal quadratic form in the coefficients.

### What the Lean statements say

`IsRegularBessel l j dj ddj` encodes the assumptions on \(j\), with `dj` and `ddj` as its first two derivatives for \(x>0\). No normalisation of \(j\) is fixed. `IsRegularBessel.of_hasDerivAt` shows that every twice differentiable solution on the whole line qualifies. `overlap` is the radial integral without angular factors, `wronskian` is \(W\), and `logD` is \(L\).

The main results are `overlap_eq`, `overlap_eq_zero_iff` and `pseudo_norm`. In the last, `D` stands for the value fixed by the all-electron wave, \(R\) times its radial logarithmic derivative at \(R\). That suitable wave numbers `q i` exist is assumed. The choice of coefficients, the equality with the all-electron norm and the optimization of the kinetic energy are not treated.

```lean
import Mathlib

open Set

noncomputable section

namespace BesselPseudization

/-- A solution `j` of the spherical Bessel equation of angular momentum `l` on `x > 0`, with first
and second derivatives `dj` and `ddj`, such that `j` and `x² j'` are continuous up to the origin. -/
structure IsRegularBessel (l : ℕ) (j dj ddj : ℝ → ℝ) : Prop where
  cont : ContinuousOn j (Ici 0)
  flux : ContinuousOn (fun x => x ^ 2 * dj x) (Ici 0)
  deriv_one : ∀ x, 0 < x → HasDerivAt j (dj x) x
  deriv_two : ∀ x, 0 < x → HasDerivAt dj (ddj x) x
  radial : ∀ x, 0 < x →
    x ^ 2 * ddj x + 2 * x * dj x + (x ^ 2 - (l : ℝ) * (l + 1)) * j x = 0

/-- The radial overlap of `j(ar)` and `j(br)` inside the core radius `R`. -/
def overlap (j : ℝ → ℝ) (R a b : ℝ) : ℝ := ∫ r in (0 : ℝ)..R, j (a * r) * j (b * r) * r ^ 2

/-- The radial Wronskian of `j(ar)` and `j(br)`, weighted by `r²`. -/
def wronskian (j dj : ℝ → ℝ) (a b r : ℝ) : ℝ :=
  r ^ 2 * (b * j (a * r) * dj (b * r) - a * dj (a * r) * j (b * r))

/-- The dimensionless logarithmic derivative `x j'(x) / j(x)`, for `j(x) ≠ 0`. -/
def logD (j dj : ℝ → ℝ) (x : ℝ) : ℝ := x * dj x / j x

variable {l : ℕ} {j dj ddj : ℝ → ℝ} {a b r R : ℝ}

/-- A twice differentiable solution of the spherical Bessel equation on the whole line is a
regular solution. -/
theorem IsRegularBessel.of_hasDerivAt (h1 : ∀ x, HasDerivAt j (dj x) x)
    (h2 : ∀ x, HasDerivAt dj (ddj x) x)
    (h : ∀ x, x ^ 2 * ddj x + 2 * x * dj x + (x ^ 2 - (l : ℝ) * (l + 1)) * j x = 0) :
    IsRegularBessel l j dj ddj where
  cont := fun x _ => (h1 x).continuousAt.continuousWithinAt
  flux := ((continuous_pow 2).mul
    (continuous_iff_continuousAt.2 fun x => (h2 x).continuousAt)).continuousOn
  deriv_one := fun x _ => h1 x
  deriv_two := fun x _ => h2 x
  radial := fun x _ => h x

/-- The radial Wronskian changes at the rate `(a² - b²) j(ar) j(br) r²`. -/
theorem hasDerivAt_wronskian (h : IsRegularBessel l j dj ddj) (ha : 0 < a) (hb : 0 < b)
    (hr : 0 < r) :
    HasDerivAt (wronskian j dj a b) ((a ^ 2 - b ^ 2) * (j (a * r) * j (b * r) * r ^ 2)) r := by
  have lin : ∀ c : ℝ, HasDerivAt (fun s => c * s) c r := fun c => by
    simpa using (hasDerivAt_id' r).const_mul c
  have J : ∀ c, 0 < c → HasDerivAt (fun s => j (c * s)) (dj (c * r) * c) r :=
    fun c hc => (h.deriv_one _ (mul_pos hc hr)).comp r (lin c)
  have D : ∀ c, 0 < c → HasDerivAt (fun s => dj (c * s)) (ddj (c * r) * c) r :=
    fun c hc => (h.deriv_two _ (mul_pos hc hr)).comp r (lin c)
  have hsq : HasDerivAt (fun s : ℝ => s ^ 2) (2 * r) r := by simpa using hasDerivAt_pow 2 r
  have hW := hsq.fun_mul ((((J a ha).const_mul b).fun_mul (D b hb)).fun_sub
    (((D a ha).const_mul a).fun_mul (J b hb)))
  refine HasDerivAt.congr_deriv hW ?_
  -- the centrifugal terms of the two radial equations cancel
  linear_combination j (a * r) * h.radial _ (mul_pos hb hr)
    - j (b * r) * h.radial _ (mul_pos ha hr)

/-- If `f` is continuous on `[0, ∞)` and `a > 0`, then `f (a * s)` is continuous in `s` on `[0, R]`.
-/
theorem continuousOn_scaled {f : ℝ → ℝ} (hf : ContinuousOn f (Ici 0)) (ha : 0 < a) :
    ContinuousOn (fun s => f (a * s)) (Icc 0 R) :=
  hf.comp (continuous_const.mul continuous_id).continuousOn
    (fun _ hs => mul_nonneg ha.le hs.1)

/-- Green's identity in the core: `(a² - b²)` times the overlap is the radial Wronskian at `R`. -/
theorem green_identity (h : IsRegularBessel l j dj ddj) (ha : 0 < a) (hb : 0 < b)
    (hR : 0 ≤ R) : (a ^ 2 - b ^ 2) * overlap j R a b = wronskian j dj a b R := by
  have hc : ContinuousOn (wronskian j dj a b) (Icc 0 R) := by
    have K : ContinuousOn (fun s => b⁻¹ * (j (a * s) * ((b * s) ^ 2 * dj (b * s)))
        - a⁻¹ * (((a * s) ^ 2 * dj (a * s)) * j (b * s))) (Icc 0 R) :=
      (continuousOn_const.mul ((continuousOn_scaled h.cont ha).mul
        (continuousOn_scaled h.flux hb))).sub
      (continuousOn_const.mul ((continuousOn_scaled h.flux ha).mul
        (continuousOn_scaled h.cont hb)))
    refine K.congr fun s _ => ?_
    simp only [wronskian]
    field_simp
  have hi : ContinuousOn (fun s => (a ^ 2 - b ^ 2) * (j (a * s) * j (b * s) * s ^ 2))
      (Icc 0 R) :=
    continuousOn_const.mul (((continuousOn_scaled h.cont ha).mul
      (continuousOn_scaled h.cont hb)).mul (continuous_pow 2).continuousOn)
  have key := intervalIntegral.integral_eq_sub_of_hasDerivAt_of_le hR hc
    (fun s hs => hasDerivAt_wronskian h ha hb hs.1) (hi.intervalIntegrable_of_Icc hR)
  rw [intervalIntegral.integral_const_mul] at key
  -- the Wronskian vanishes at the origin
  have h0 : wronskian j dj a b 0 = 0 := by simp [wronskian]
  rw [h0, sub_zero] at key
  exact key

/-- The overlap of two spherical Bessel waves with different wave numbers, in terms of their
values and slopes at the core radius. -/
theorem overlap_eq (h : IsRegularBessel l j dj ddj) (ha : 0 < a) (hb : 0 < b)
    (hR : 0 ≤ R) (hab : a ≠ b) :
    overlap j R a b =
      R ^ 2 * (b * j (a * R) * dj (b * R) - a * dj (a * R) * j (b * R)) / (a ^ 2 - b ^ 2) := by
  have hne : a ^ 2 - b ^ 2 ≠ 0 := by
    rw [sq_sub_sq]
    exact mul_ne_zero (add_pos ha hb).ne' (sub_ne_zero.2 hab)
  rw [eq_div_iff hne, mul_comm]
  exact green_identity h ha hb hR

/-- Two Bessel waves with different wave numbers and no node at the core radius are orthogonal in
the core exactly when their logarithmic derivatives agree there. -/
theorem overlap_eq_zero_iff (h : IsRegularBessel l j dj ddj) (ha : 0 < a) (hb : 0 < b)
    (hR : 0 < R) (hab : a ≠ b) (hja : j (a * R) ≠ 0) (hjb : j (b * R) ≠ 0) :
    overlap j R a b = 0 ↔ logD j dj (a * R) = logD j dj (b * R) := by
  have hne : a ^ 2 - b ^ 2 ≠ 0 := by
    rw [sq_sub_sq]
    exact mul_ne_zero (add_pos ha hb).ne' (sub_ne_zero.2 hab)
  have g := green_identity h ha hb hR.le
  unfold wronskian at g
  unfold logD
  rw [div_eq_div_iff hja hjb]
  constructor
  · intro h0
    rw [h0, mul_zero] at g
    have hX := (mul_eq_zero.mp g.symm).resolve_left (pow_ne_zero 2 hR.ne')
    linear_combination (-R) * hX
  · intro e
    refine (mul_eq_zero.mp ?_).resolve_left hne
    rw [g]
    linear_combination (-R) * e

/-- The core norm of a pseudo-wave built from Bessel waves with distinct wave numbers and a common
logarithmic derivative at `R` is the sum of the norms of its components. -/
theorem pseudo_norm {ι : Type*} [Fintype ι] (h : IsRegularBessel l j dj ddj) (hR : 0 < R)
    (q c : ι → ℝ) (hq : ∀ i, 0 < q i) (hinj : Function.Injective q)
    (hj : ∀ i, j (q i * R) ≠ 0) (D : ℝ) (hD : ∀ i, logD j dj (q i * R) = D) :
    ∫ r in (0 : ℝ)..R, (∑ i, c i * j (q i * r)) ^ 2 * r ^ 2
      = ∑ i, c i ^ 2 * overlap j R (q i) (q i) := by
  have expand : ∀ r : ℝ, (∑ i, c i * j (q i * r)) ^ 2 * r ^ 2
      = ∑ p : ι × ι, c p.1 * c p.2 * (j (q p.1 * r) * j (q p.2 * r) * r ^ 2) := by
    intro r
    rw [Fintype.sum_prod_type, pow_two (∑ i, c i * j (q i * r)), Finset.sum_mul_sum,
      Finset.sum_mul]
    refine Finset.sum_congr rfl fun i _ => ?_
    rw [Finset.sum_mul]
    exact Finset.sum_congr rfl fun k _ => by ring
  have hint : ∀ p : ι × ι, IntervalIntegrable
      (fun r => c p.1 * c p.2 * (j (q p.1 * r) * j (q p.2 * r) * r ^ 2))
      MeasureTheory.volume 0 R := fun p =>
    ContinuousOn.intervalIntegrable_of_Icc hR.le (continuousOn_const.mul
      (((continuousOn_scaled h.cont (hq p.1)).mul (continuousOn_scaled h.cont (hq p.2))).mul
        (continuous_pow 2).continuousOn))
  simp_rw [expand]
  rw [intervalIntegral.integral_finsetSum (fun p _ => hint p)]
  simp_rw [intervalIntegral.integral_const_mul]
  rw [Fintype.sum_prod_type]
  refine Finset.sum_congr rfl fun i _ => ?_
  -- only the diagonal pair survives
  rw [Finset.sum_eq_single i]
  · unfold overlap
    ring
  · intro k _ hk
    change c i * c k * overlap j R (q i) (q k) = 0
    rw [(overlap_eq_zero_iff h (hq i) (hq k) hR (fun e => hk (hinj e).symm) (hj i) (hj k)).2
      ((hD i).trans (hD k).symm), mul_zero]
  · intro hi
    exact absurd (Finset.mem_univ i) hi

/-- The function `sin x / x`, continued by `1` at the origin, is a regular solution for `l = 0`. -/
theorem isRegularBessel_witness : IsRegularBessel 0 Real.sinc
    (fun x => (x * Real.cos x - Real.sin x) / x ^ 2)
    (fun x => -Real.sin x / x - 2 * (x * Real.cos x - Real.sin x) / x ^ 3) where
  cont := Real.continuous_sinc.continuousOn
  flux := by
    have K : Continuous (fun x : ℝ => x * Real.cos x - Real.sin x) :=
      (continuous_id.mul Real.continuous_cos).sub Real.continuous_sin
    refine K.continuousOn.congr fun x _ => ?_
    by_cases hx : x = 0
    · simp [hx]
    · exact mul_div_cancel₀ _ (pow_ne_zero 2 hx)
  deriv_one := fun x hx => by
    have hd := (Real.hasDerivAt_sin x).fun_div (hasDerivAt_id' x) hx.ne'
    refine (hd.congr_of_eventuallyEq ?_).congr_deriv (by ring)
    filter_upwards [eventually_ne_nhds hx.ne'] with y hy
    exact Real.sinc_of_ne_zero hy
  deriv_two := fun x hx => by
    have hsq : HasDerivAt (fun s : ℝ => s ^ 2) (2 * x) x := by simpa using hasDerivAt_pow 2 x
    have hd := (((hasDerivAt_id' x).fun_mul (Real.hasDerivAt_cos x)).fun_sub
      (Real.hasDerivAt_sin x)).fun_div hsq (pow_ne_zero 2 hx.ne')
    refine hd.congr_deriv ?_
    field_simp
    ring
  radial := fun x hx => by
    rw [Real.sinc_of_ne_zero hx.ne']
    simp only [Nat.cast_zero, zero_mul, sub_zero]
    field_simp
    ring

/-- For `sin x / x` the points `π/2` and `π/2 + π` are not nodes and have equal logarithmic
derivatives. -/
theorem matching_witness :
    Real.sinc (Real.pi / 2) ≠ 0 ∧ Real.sinc (Real.pi / 2 + Real.pi) ≠ 0 ∧
    logD Real.sinc (fun x => (x * Real.cos x - Real.sin x) / x ^ 2) (Real.pi / 2) =
      logD Real.sinc (fun x => (x * Real.cos x - Real.sin x) / x ^ 2)
        (Real.pi / 2 + Real.pi) := by
  have key : ∀ x : ℝ, 0 < x → Real.cos x = 0 → Real.sinc x ≠ 0 ∧
      logD Real.sinc (fun x => (x * Real.cos x - Real.sin x) / x ^ 2) x = -1 := by
    intro x hx hc
    have hs : Real.sin x ≠ 0 := by
      intro hs
      have h1 := Real.sin_sq_add_cos_sq x
      rw [hs, hc] at h1
      norm_num at h1
    have hx0 : x ≠ 0 := hx.ne'
    simp only [logD, Real.sinc_of_ne_zero hx0, hc, mul_zero, zero_sub]
    exact ⟨div_ne_zero hs hx0, by field_simp⟩
  have k1 := key (Real.pi / 2) (by positivity) Real.cos_pi_div_two
  have k2 := key (Real.pi / 2 + Real.pi) (by positivity)
    (by rw [Real.cos_add_pi, Real.cos_pi_div_two, neg_zero])
  exact ⟨k1.1, k2.1, k1.2.trans k2.2.symm⟩

end BesselPseudization
```

```lean
#print axioms BesselPseudization.IsRegularBessel.of_hasDerivAt
-- 'BesselPseudization.IsRegularBessel.of_hasDerivAt' depends on axioms: [propext, Classical.choice, Quot.sound]
#print axioms BesselPseudization.overlap_eq
-- 'BesselPseudization.overlap_eq' depends on axioms: [propext, Classical.choice, Quot.sound]
#print axioms BesselPseudization.overlap_eq_zero_iff
-- 'BesselPseudization.overlap_eq_zero_iff' depends on axioms: [propext, Classical.choice, Quot.sound]
#print axioms BesselPseudization.pseudo_norm
-- 'BesselPseudization.pseudo_norm' depends on axioms: [propext, Classical.choice, Quot.sound]
```

### How the proof follows the calculation

`hasDerivAt_wronskian` applies the chain and product rules. Its `linear_combination` then takes \(j(ar)\) times the radial equation at \(br\), minus \(j(br)\) times the one at \(ar\).

`green_identity` integrates. It rewrites \(W\) in terms of \(j\) and \(x^2j'\), which `continuousOn_scaled` shows to be continuous on the closed core after scaling. The fundamental theorem of calculus then needs the derivative only in the interior, so nothing is required of \(j'\) itself at the origin.

`overlap_eq` divides by \(a^2-b^2\). `overlap_eq_zero_iff` clears the denominators of \(L\) and compares the result with \(W(R)\), in both directions. `pseudo_norm` expands the square over pairs, exchanges the finite sum with the integral, and keeps the diagonal pair through `Finset.sum_eq_single`.

The last two theorems cover the opening example: `isRegularBessel_witness` verifies \(\sin x/x\), continued by 1 at the origin, and `matching_witness` confirms the matching at \(\pi/2\) and \(3\pi/2\).
